# In a planar lattice, h + h′ has the widest spacing between two index pairs of determinant one at a non-obtuse angle

A diffraction pattern of a two-dimensional crystal shows two spots that have already been indexed, say (1,0) and (0,1). Each spot belongs to a family of parallel lattice lines, the planar version of a family of lattice planes, and its distance from the origin, measured in reciprocal space, is inversely proportional to the spacing of that family. Infinitely many other families have their spots in directions between these two. Which of them has the widest spacing, and so gives the spot nearest to the origin?

For a square lattice the answer is (1,1). The sum of the two index pairs remains the answer in a general planar lattice, provided that the two pairs have determinant one and that their reciprocal vectors enclose an angle of at most 90°.

## The shortest vector in the cone

Let B be a real, invertible 2×2 matrix whose columns are the reciprocal basis vectors. An integer index pair g = (g₀, g₁) has the reciprocal vector Bg, with length |Bg| and spacing

d(g) = 2π / |Bg|.

Take two index pairs h and h′ with

det(h, h′) = h₀h′₁ − h₁h′₀ = 1.

This says that h and h′ form a basis of the integer index lattice: the parallelogram spanned by Bh and Bh′ is a primitive cell of the reciprocal lattice. An index pair g lies strictly between them if g = s h + t h′ with real s > 0 and t > 0.

Suppose that Bh · Bh′ ≥ 0. Then every integer g strictly between h and h′ satisfies

|Bg| ≥ |B(h + h′)|,

with equality only for g = h + h′. The sum itself lies in the cone, with s = t = 1, so the minimum is attained.

The first step is to show that s and t are integers. Taking determinants of g = s h + t h′ with h′ and with h gives

det(g, h′) = s det(h, h′) = s,

det(h, g) = t det(h, h′) = t.

The left-hand sides are integers, since all the indices are. Write m = s and n = t; both are positive integers, so m ≥ 1 and n ≥ 1.

Now let q be the difference between g and the sum:

q = g − (h + h′) = (m − 1) h + (n − 1) h′.

Its coefficients are non-negative. Its inner product with the sum, in reciprocal space, is

Bq · B(h + h′) = (m − 1) Bh · B(h + h′) + (n − 1) Bh′ · B(h + h′).

Both inner products on the right are non-negative, because

Bh · B(h + h′) = |Bh|² + Bh · Bh′ ≥ 0,

Bh′ · B(h + h′) = |Bh′|² + Bh · Bh′ ≥ 0.

Since Bg = B(h + h′) + Bq, expanding the square gives

|Bg|² = |B(h + h′)|² + 2 Bq · B(h + h′) + |Bq|² ≥ |B(h + h′)|² + |Bq|².

This proves the inequality. If the two lengths are equal, then |Bq|² = 0, hence Bq = 0, and q = 0 because B is invertible. So g = h + h′.

The argument uses the angle between Bh and Bh′ only through the two inner products with B(h + h′). It is enough that these are non-negative, which means

Bh · Bh′ ≥ −min(|Bh|², |Bh′|²).

Some obtuse pairs meet this condition. Two reciprocal vectors of equal length at 120°, a common choice for a hexagonal lattice, are an example.

For the spacings, note that h + h′ is not zero: otherwise h′ = −h and the determinant would vanish. All the lengths involved are therefore positive, and taking reciprocals turns the shortest vector into the widest spacing. Under these conditions the sum marks the reciprocal-lattice point nearest to the origin between the two indexed directions; whether the corresponding spot has any intensity depends on the structure factor, which does not enter here.

## Indices, lengths and the cone in Lean

```lean
import Mathlib

open Matrix

namespace IntermediatePlaneSpacing

noncomputable section
```

Index pairs are functions `Fin 2 → ℤ`, with components numbered 0 and 1 as above. The reciprocal vector is the matrix B applied to the indices, read as real numbers.

```lean
/-- The reciprocal-lattice vector with integer indices `g` in the reciprocal basis formed by
the columns of `B`. -/
def recipVec (B : Matrix (Fin 2) (Fin 2) ℝ) (g : Fin 2 → ℤ) : Fin 2 → ℝ :=
  B *ᵥ (fun i => (g i : ℝ))
```

The length is the square root of the dot product of this vector with itself, which makes it the Euclidean length.

```lean
/-- The Euclidean length of the reciprocal-lattice vector with indices `g`. -/
def recipLength (B : Matrix (Fin 2) (Fin 2) ℝ) (g : Fin 2 → ℤ) : ℝ :=
  Real.sqrt (recipVec B g ⬝ᵥ recipVec B g)
```

The spacing carries the factor 2π, in the convention where direct and reciprocal basis vectors satisfy aᵢ · bⱼ = 2π δᵢⱼ. The direct lattice does not appear in the file; B is any real matrix, and the theorems that need it to be invertible say so.

```lean
/-- The spacing `2π / |B g|` assigned to the indices `g`. -/
def planeSpacing (B : Matrix (Fin 2) (Fin 2) ℝ) (g : Fin 2 → ℤ) : ℝ :=
  2 * Real.pi / recipLength B g
```

If the two indices of g have a common factor, as in (2,2), this number is the spacing assigned to a higher-order reflection, and the lattice lines themselves are further apart. The sum h + h′ has no such factor, since det(h, h + h′) = 1.

The open cone is defined with real coefficients, so that "between" is a statement about directions only. That the coefficients are integers remains to be proved.

```lean
/-- The indices `g` lie strictly between `h` and `h'`: they are a combination of the two with
positive real coefficients. -/
def InsideCone (h h' g : Fin 2 → ℤ) : Prop :=
  ∃ s t : ℝ, 0 < s ∧ 0 < t ∧ ∀ i, (g i : ℝ) = s * h i + t * h' i
```

## Linearity and invertibility

The next two lemmas state that g ↦ Bg respects sums and integer multiples. The hand derivation uses this whenever it splits Bg or Bq.

```lean
lemma recipVec_add (B : Matrix (Fin 2) (Fin 2) ℝ) (g k : Fin 2 → ℤ) :
    recipVec B (g + k) = recipVec B g + recipVec B k := by
  ext i
  simp only [recipVec, Matrix.mulVec, dotProduct, Fin.sum_univ_two, Pi.add_apply,
    Int.cast_add]
  ring

lemma recipVec_smul (B : Matrix (Fin 2) (Fin 2) ℝ) (m : ℤ) (g : Fin 2 → ℤ) :
    recipVec B (m • g) = (m : ℝ) • recipVec B g := by
  ext i
  simp only [recipVec, Matrix.mulVec, dotProduct, Fin.sum_univ_two, Pi.smul_apply,
    smul_eq_mul, Int.cast_mul]
  ring
```

Squares of lengths are non-negative, and an invertible B sends only the zero index pair to the zero vector. Invertibility is expressed as `B.det ≠ 0`.

```lean
lemma dot_self_nonneg (v : Fin 2 → ℝ) : 0 ≤ v ⬝ᵥ v :=
  Finset.sum_nonneg fun i _ => mul_self_nonneg (v i)

lemma eq_zero_of_recipVec {B : Matrix (Fin 2) (Fin 2) ℝ} (hB : B.det ≠ 0)
    {g : Fin 2 → ℤ} (hg : recipVec B g = 0) : g = 0 := by
  have h0 := Matrix.eq_zero_of_mulVec_eq_zero hB hg
  funext i
  have hi := congrFun h0 i
  simpa using hi
```

## Unit determinant makes the coefficients integers

The hypothesis `hdet` is det(h, h′) = 1, written out in components. The theorem turns the real coefficients s and t of the cone into positive integers m and n.

```lean
/-- If `h` and `h'` have determinant one, integer indices strictly between them are a
combination of `h` and `h'` with positive integer coefficients. -/
theorem integer_coefficients {h h' g : Fin 2 → ℤ}
    (hdet : h 0 * h' 1 - h 1 * h' 0 = 1) (hg : InsideCone h h' g) :
    ∃ m n : ℤ, 0 < m ∧ 0 < n ∧ g = m • h + n • h' := by
  obtain ⟨s, t, hs, ht, hst⟩ := hg
  have h0 := hst 0
  have h1 := hst 1
  have hd : (h 0 : ℝ) * h' 1 - h 1 * h' 0 = 1 := by exact_mod_cast hdet
  -- Cramer's rule gives the coefficients as integer determinants.
  refine ⟨g 0 * h' 1 - g 1 * h' 0, h 0 * g 1 - h 1 * g 0, ?_, ?_, ?_⟩
  · have e : ((g 0 * h' 1 - g 1 * h' 0 : ℤ) : ℝ) = s := by
      push_cast
      linear_combination (h' 1 : ℝ) * h0 - (h' 0 : ℝ) * h1 + s * hd
    exact Int.cast_pos.mp (lt_of_lt_of_eq hs e.symm)
  · have e : ((h 0 * g 1 - h 1 * g 0 : ℤ) : ℝ) = t := by
      push_cast
      linear_combination (h 0 : ℝ) * h1 - (h 1 : ℝ) * h0 + t * hd
    exact Int.cast_pos.mp (lt_of_lt_of_eq ht e.symm)
  · have key : ∀ i, g i = (g 0 * h' 1 - g 1 * h' 0) * h i
        + (h 0 * g 1 - h 1 * g 0) * h' i := by
      rw [Fin.forall_fin_two]
      constructor
      · linear_combination -g 0 * hdet
      · linear_combination -g 1 * hdet
    funext i
    simp only [Pi.add_apply, Pi.smul_apply, smul_eq_mul]
    exact key i
```

The proof proposes det(g, h′) and det(h, g) as the coefficients. The first two bullets show that these integers equal s and t: each `linear_combination` forms the appropriate determinant from the two component equations of g = s h + t h′ and then uses det(h, h′) = 1. Positivity carries over from s and t. The last bullet checks g = m h + n h′ for each component.

## The excess in squared length

The central estimate is |Bg|² ≥ |B(h + h′)|² + |Bq|². The hypotheses `h1` and `h2` are the weaker angle condition: Bh and Bh′ each have non-negative inner product with B(h + h′). Invertibility is not needed yet.

```lean
/-- When `h` and `h'` have determinant one and their reciprocal vectors both have non-negative inner
product with that of `h + h'`, the squared length at any `g` between them is at least the squared
length at `h + h'` plus that of the difference. -/
theorem squared_length_excess (B : Matrix (Fin 2) (Fin 2) ℝ) {h h' g : Fin 2 → ℤ}
    (hdet : h 0 * h' 1 - h 1 * h' 0 = 1)
    (h1 : 0 ≤ recipVec B h ⬝ᵥ recipVec B (h + h'))
    (h2 : 0 ≤ recipVec B h' ⬝ᵥ recipVec B (h + h')) (hg : InsideCone h h' g) :
    recipVec B (h + h') ⬝ᵥ recipVec B (h + h')
      + recipVec B (g - (h + h')) ⬝ᵥ recipVec B (g - (h + h'))
      ≤ recipVec B g ⬝ᵥ recipVec B g := by
  obtain ⟨m, n, hm, hn, hmn⟩ := integer_coefficients hdet hg
  have hm' : (0 : ℝ) ≤ ((m - 1 : ℤ) : ℝ) := by
    exact_mod_cast (by omega : (0 : ℤ) ≤ m - 1)
  have hn' : (0 : ℝ) ≤ ((n - 1 : ℤ) : ℝ) := by
    exact_mod_cast (by omega : (0 : ℤ) ≤ n - 1)
  have hk : g - (h + h') = (m - 1) • h + (n - 1) • h' := by
    rw [hmn]
    module
  have hq : recipVec B (g - (h + h'))
      = ((m - 1 : ℤ) : ℝ) • recipVec B h + ((n - 1 : ℤ) : ℝ) • recipVec B h' := by
    rw [hk, recipVec_add, recipVec_smul, recipVec_smul]
  -- The cross term in the expanded square is non-negative.
  have hcross : 0 ≤ recipVec B (g - (h + h')) ⬝ᵥ recipVec B (h + h') := by
    rw [hq]
    simp only [add_dotProduct, smul_dotProduct, smul_eq_mul]
    exact add_nonneg (mul_nonneg hm' h1) (mul_nonneg hn' h2)
  have hsum : recipVec B g = recipVec B (h + h') + recipVec B (g - (h + h')) := by
    rw [← recipVec_add, add_sub_cancel]
  have hcomm := dotProduct_comm (recipVec B (h + h')) (recipVec B (g - (h + h')))
  rw [hsum]
  simp only [add_dotProduct, dotProduct_add]
  linarith
```

Here `hm'` and `hn'` record m − 1 ≥ 0 and n − 1 ≥ 0, while `hk` and `hq` write q and Bq in terms of h and h′. The fact `hcross` is the sign of the cross term, obtained as a sum of products of non-negative numbers. After Bg has been replaced by B(h + h′) + Bq and the square expanded, `linarith` discards the cross term.

## The shortest vector and the widest spacing

The next theorem has two parts: the inequality between the lengths, and the statement that equality holds exactly when g = h + h′.

```lean
/-- Let `B` be invertible, let `h` and `h'` have determinant one, and let their reciprocal vectors
both have non-negative inner product with that of `h + h'`. Then `h + h'` gives the shortest
reciprocal vector of all integer indices strictly between `h` and `h'`, and no other indices there
give the same length. -/
theorem shortest_between {B : Matrix (Fin 2) (Fin 2) ℝ} (hB : B.det ≠ 0)
    {h h' g : Fin 2 → ℤ} (hdet : h 0 * h' 1 - h 1 * h' 0 = 1)
    (h1 : 0 ≤ recipVec B h ⬝ᵥ recipVec B (h + h'))
    (h2 : 0 ≤ recipVec B h' ⬝ᵥ recipVec B (h + h')) (hg : InsideCone h h' g) :
    recipLength B (h + h') ≤ recipLength B g ∧
      (recipLength B g = recipLength B (h + h') ↔ g = h + h') := by
  have hex := squared_length_excess B hdet h1 h2 hg
  have hnn := dot_self_nonneg (recipVec B (g - (h + h')))
  refine ⟨Real.sqrt_le_sqrt (by linarith), fun e => ?_, fun e => by rw [e]⟩
  -- Equal lengths leave no room for a non-zero difference vector.
  have e2 := (Real.sqrt_inj (dot_self_nonneg _) (dot_self_nonneg _)).mp e
  have hz : recipVec B (g - (h + h')) ⬝ᵥ recipVec B (g - (h + h')) = 0 := by linarith
  exact sub_eq_zero.mp (eq_zero_of_recipVec hB (dotProduct_self_eq_zero.mp hz))
```

The inequality follows from the previous estimate because |Bq|² is non-negative and the square root is monotone. For the equality case, `e2` passes from equal lengths to equal squares, `hz` concludes |Bq|² = 0, and `eq_zero_of_recipVec` gives q = 0.

The claim for a non-obtuse angle is a corollary. Its hypothesis `hacute` is Bh · Bh′ ≥ 0, with a right angle included.

```lean
/-- If `B` is invertible, `h` and `h'` have determinant one, and their reciprocal vectors enclose an
angle of at most 90 degrees, then `h + h'` gives the unique shortest reciprocal vector of all
integer indices strictly between them. -/
theorem shortest_between_of_acute {B : Matrix (Fin 2) (Fin 2) ℝ} (hB : B.det ≠ 0)
    {h h' g : Fin 2 → ℤ} (hdet : h 0 * h' 1 - h 1 * h' 0 = 1)
    (hacute : 0 ≤ recipVec B h ⬝ᵥ recipVec B h') (hg : InsideCone h h' g) :
    recipLength B (h + h') ≤ recipLength B g ∧
      (recipLength B g = recipLength B (h + h') ↔ g = h + h') := by
  apply shortest_between hB hdet _ _ hg
  · rw [recipVec_add, dotProduct_add]
    exact add_nonneg (dot_self_nonneg _) hacute
  · rw [recipVec_add, dotProduct_add, dotProduct_comm (recipVec B h') (recipVec B h)]
    exact add_nonneg hacute (dot_self_nonneg _)
```

The two bullets are the expansions |Bh|² + Bh · Bh′ and |Bh′|² + Bh · Bh′ from the hand derivation. They supply the weaker angle condition, under which the result for spacings is also stated.

```lean
/-- Let `B` be invertible, let `h` and `h'` have determinant one, and let their reciprocal vectors
both have non-negative inner product with that of `h + h'`. Then `h + h'` has the largest spacing of
all integer indices strictly between `h` and `h'`, and no other indices there share it. -/
theorem widest_spacing_between {B : Matrix (Fin 2) (Fin 2) ℝ} (hB : B.det ≠ 0)
    {h h' g : Fin 2 → ℤ} (hdet : h 0 * h' 1 - h 1 * h' 0 = 1)
    (h1 : 0 ≤ recipVec B h ⬝ᵥ recipVec B (h + h'))
    (h2 : 0 ≤ recipVec B h' ⬝ᵥ recipVec B (h + h')) (hg : InsideCone h h' g) :
    planeSpacing B g ≤ planeSpacing B (h + h') ∧
      (planeSpacing B g = planeSpacing B (h + h') ↔ g = h + h') := by
  obtain ⟨hle, heq⟩ := shortest_between hB hdet h1 h2 hg
  have hne : h + h' ≠ 0 := by
    intro e
    have e0 : h 0 + h' 0 = 0 := congrFun e 0
    have e1 : h 1 + h' 1 = 0 := congrFun e 1
    have : (0 : ℤ) = 1 := by linear_combination hdet - h 0 * e1 + h 1 * e0
    omega
  -- Both lengths are positive, so the spacings are genuine quotients.
  have hpos : 0 < recipLength B (h + h') :=
    Real.sqrt_pos.mpr (lt_of_le_of_ne (dot_self_nonneg _) (Ne.symm fun e =>
      hne (eq_zero_of_recipVec hB (dotProduct_self_eq_zero.mp e))))
  have hpos' : 0 < recipLength B g := lt_of_lt_of_le hpos hle
  have hpi : 2 * Real.pi ≠ 0 := by positivity
  refine ⟨?_, fun e => ?_, fun e => by rw [e]⟩
  · unfold planeSpacing
    gcongr
  · unfold planeSpacing at e
    rw [div_eq_div_iff hpos'.ne' hpos.ne'] at e
    exact heq.mp (mul_left_cancel₀ hpi e).symm
```

The step `hne` excludes h + h′ = 0 by means of the determinant. Then `hpos` and `hpos'` show that both lengths are positive, so the division in `planeSpacing` has its usual meaning. The inequality reverses on taking reciprocals, and equal spacings lead back to equal lengths.

The determinant hypothesis fixes an order for the two pairs. If det(h, h′) = −1, exchanging h and h′ restores the sign and leaves both the cone and the sum unchanged.

## A skew basis for which the sum is not the shortest

Without an angle condition the conclusion can fail. Take the reciprocal basis vectors (1, 0) and (−3, 1), which are the columns of the following matrix.

```lean
/-- A skew reciprocal basis whose two basis vectors enclose an obtuse angle. -/
def skewBasis : Matrix (Fin 2) (Fin 2) ℝ := !![1, -3; 0, 1]
```

With h = (1,0) and h′ = (0,1) the determinant is one, but Bh · Bh′ = −3. The sum (1,1) has the reciprocal vector (−2, 1), of squared length 5. The index pair (2,1) also lies between h and h′, and its reciprocal vector (−1, 1) has squared length 2.

```lean
/-- In the skew basis the vectors (1,0) and (0,1) have negative inner product, and the indices
(2,1) between them give a shorter reciprocal vector than their sum. -/
theorem obtuse_counterexample :
    skewBasis.det ≠ 0 ∧ recipVec skewBasis ![1, 0] ⬝ᵥ recipVec skewBasis ![0, 1] < 0 ∧
      InsideCone ![1, 0] ![0, 1] ![2, 1] ∧
      recipLength skewBasis ![2, 1] < recipLength skewBasis (![1, 0] + ![0, 1]) := by
  refine ⟨?_, ?_, ⟨2, 1, by norm_num, by norm_num, ?_⟩, ?_⟩
  · norm_num [skewBasis, Matrix.det_fin_two]
  · norm_num [recipVec, skewBasis, Matrix.mulVec, dotProduct, Fin.sum_univ_two]
  · rw [Fin.forall_fin_two]
    norm_num
  · apply Real.sqrt_lt_sqrt (dot_self_nonneg _)
    norm_num [recipVec, skewBasis, Matrix.mulVec, dotProduct, Fin.sum_univ_two]

end

end IntermediatePlaneSpacing
```

The four parts of the theorem say that the basis is invertible, that the inner product is negative, that (2,1) lies in the open cone, and that its reciprocal vector is shorter than that of the sum. The weaker condition fails here as well, since Bh · B(h + h′) = −2. The second basis vector has so large a component opposite to the first that adding another copy of h to the sum shortens the result.

```lean
#print axioms IntermediatePlaneSpacing.shortest_between_of_acute
#print axioms IntermediatePlaneSpacing.widest_spacing_between
#print axioms IntermediatePlaneSpacing.obtuse_counterexample
```

```
'IntermediatePlaneSpacing.shortest_between_of_acute' depends on axioms: [propext, Classical.choice, Quot.sound]
'IntermediatePlaneSpacing.widest_spacing_between' depends on axioms: [propext, Classical.choice, Quot.sound]
'IntermediatePlaneSpacing.obtuse_counterexample' depends on axioms: [propext, Classical.choice, Quot.sound]
```

## The same question with a metric tensor

The geometry could also be described by the metric tensor G = BᵀB of the reciprocal lattice, with

|Bg|² = gᵀGg.

The entries of G are the squared lengths of the two reciprocal basis vectors and their inner product, so the parameters of the reciprocal lattice would enter directly and the orientation of the crystal would disappear from the description. The angle condition would become hᵀGh′ ≥ 0, or its weaker form with h + h′. In exchange, G would have to be assumed symmetric and positive definite. With B, symmetry and non-negative squared lengths come from the dot product, and invertibility supplies the rest. The argument about integer coefficients would stay the same, because it involves only the indices.
